# The quadratic form of a finite overlap matrix equals the squared norm of the corresponding linear combination

Take finitely many vectors f_i in a complex inner product space, with complex coefficients x_i. The inner product is conjugate-linear in its first slot and linear in its second. The lemma `gram_form` states that the sum of conj(x_i) ⟨f_i, f_j⟩ x_j over all pairs i, j equals ‖∑ x_i f_i‖², a real number regarded as a complex one. The vectors need not be normalised, orthogonal or linearly independent. The proof tries to write the squared norm as the inner product of the combination with itself, then expands both slots and compares the sums term by term.

In Lean, a first try:

```lean
import Mathlib

open Matrix
open scoped InnerProductSpace ComplexConjugate ComplexOrder

namespace DoublyExternalOverlap

noncomputable section

variable {ι H : Type*} [DecidableEq ι] [NormedAddCommGroup H] [InnerProductSpace ℂ H]

/-- The quadratic form of an overlap matrix is the squared norm of the linear combination. -/
theorem gram_form {κ : Type*} (P : Finset κ) (f : κ → H) (x : κ → ℂ) :
    ∑ i ∈ P, ∑ j ∈ P, conj (x i) * ⟪f i, f j⟫_ℂ * x j =
      ((‖∑ i ∈ P, x i • f i‖ ^ 2 : ℝ) : ℂ) := by
  rw [Complex.ofReal_pow]
  refine Eq.trans ?_ (inner_self_eq_norm_sq_to_K (𝕜 := ℂ) _)
  rw [sum_inner]
  refine Finset.sum_congr rfl fun i _ => ?_
  rw [inner_sum]
  refine Finset.sum_congr rfl fun j _ => ?_
  rw [inner_smul_left, inner_smul_right]
  ring

end

end DoublyExternalOverlap
```

The compiler's answer:

```
Main.lean:17:21: error: Application type mismatch: The argument
  inner_self_eq_norm_sq_to_K ?m.64
has type
  ⟪?m.64, ?m.64⟫_ℂ = ↑‖?m.64‖ ^ 2
but is expected to have type
  ?m.57 = ↑‖∑ i ∈ P, x i • f i‖ ^ 2
in the application
  Eq.trans ?m.59 (inner_self_eq_norm_sq_to_K ?m.64)
```

What went wrong. The message reports that `inner_self_eq_norm_sq_to_K` does not fit as the second step of `Eq.trans`. The two right-hand sides look alike, but the arrow `↑` hides a difference. The lemma is stated for a general `RCLike` field and uses that setting's cast from the reals, while the goal uses `Complex.ofReal`. Over ℂ the two casts have the same values, but Lean did not identify them when matching the types here.

The repair proves the needed identity, `self`, directly with the goal's cast. `Complex.ext` splits it into real and imaginary parts, and `Complex.ofReal_re` and `Complex.ofReal_im` remove the cast. What remains are equations between real numbers, which `inner_self_eq_norm_sq` and `inner_self_im` supply. Then `rw [← self, sum_inner]` turns the squared norm into an inner product and expands its first slot, as the old proof intended. The rewrite with `Complex.ofReal_pow` goes because `self` keeps the square inside the cast, as the goal does.

This version goes through:

```diff
@@ -14,7 +14,12 @@
     ∑ i ∈ P, ∑ j ∈ P, conj (x i) * ⟪f i, f j⟫_ℂ * x j =
       ((‖∑ i ∈ P, x i • f i‖ ^ 2 : ℝ) : ℂ) := by
-  rw [Complex.ofReal_pow]
-  refine Eq.trans ?_ (inner_self_eq_norm_sq_to_K (𝕜 := ℂ) _)
-  rw [sum_inner]
+  have self : ∀ y : H, ⟪y, y⟫_ℂ = ((‖y‖ ^ 2 : ℝ) : ℂ) := by
+    intro y
+    apply Complex.ext
+    · rw [Complex.ofReal_re]
+      exact inner_self_eq_norm_sq (𝕜 := ℂ) y
+    · rw [Complex.ofReal_im]
+      exact inner_self_im (𝕜 := ℂ) y
+  rw [← self, sum_inner]
   refine Finset.sum_congr rfl fun i _ => ?_
   rw [inner_sum]
```
